# For a linear potential, a kick-drift-kick Strang step is exact up to a constant phase

A particle in a uniform field can be propagated by alternating two easy motions: a kick from the potential and a free drift. Kinetic and potential energy do not commute, so the composed step need not be the true evolution. The usual estimate, an error of order $\tau^3$ for a step of length $\tau$, does not say what is wrong: the packet's position, its shape or only its phase.

For one particle in one dimension with a static linear potential, half a kick, a drift and half a kick give the solution of the Schrödinger equation times a phase that is the same for every momentum. An algebraic identity for bounded generators comes first, then the particle itself.

## Moving one exponential past another generator

```lean
import Mathlib

open NormedSpace (exp)

namespace StrangUniformField

noncomputable section

variable {R : Type*} [NormedRing R] [NormedAlgebra ℂ R] [CompleteSpace R] {A B C z : R}
```

`R` is a complete normed complex algebra, for instance the complex $n\times n$ matrices. Its elements $A$ and $B$ play the roles of $-i$ times the two parts of a Hamiltonian.

```lean
/-- If `C = AB - BA`, `z = AC - CA` and `z` commutes with `A`, then undoing the evolution
generated by `A` on `B + sC + s²z/2` gives back `B`. -/
theorem exp_pullback (hC : A * B - B * A = C) (hz : A * C - C * A = z)
    (hAz : A * z = z * A) (s : ℂ) :
    exp (s • (-A)) * (B + s • C + (s ^ 2 / 2) • z) * exp (s • A) = B := by
  have key : ∀ E P Q G : R, -A * P + Q + P * A = 0 →
      (E * (-A) * P + E * Q) * G + E * P * (A * G) = 0 := by
    intro E P Q G h
    calc _ = E * (-A * P + Q + P * A) * G := by noncomm_ring
      _ = 0 := by rw [h, mul_zero, zero_mul]
  -- the left-hand side does not depend on `s`
  have hd : ∀ u : ℂ, HasDerivAt (fun u : ℂ =>
      exp (u • (-A)) * (B + u • C + (u ^ 2 / 2) • z) * exp (u • A)) 0 u := by
    intro u
    have hP : HasDerivAt (fun u : ℂ => B + u • C + (u ^ 2 / 2) • z) (C + u • z) u := by
      have h1 := (hasDerivAt_id' u).smul_const C
      have h2 := (((hasDerivAt_id' u).fun_pow 2).div_const 2).smul_const z
      refine ((h1.const_add B).fun_add h2).congr_deriv ?_
      simp only [Nat.reduceSub, Nat.cast_ofNat]
      module
    refine (((hasDerivAt_exp_smul_const (-A) u).fun_mul hP).fun_mul
      (hasDerivAt_exp_smul_const' A u)).congr_deriv (key _ _ _ _ ?_)
    simp only [mul_add, add_mul, neg_mul, smul_mul_assoc, mul_smul_comm]
    linear_combination (norm := module) (-1 : ℂ) • hC - u • hz - (u ^ 2 / 2) • hAz
  have h := is_const_of_deriv_eq_zero (fun u => (hd u).differentiableAt)
    (fun u => (hd u).deriv) s 0
  simpa using h
```

The names in front of the colon are hypotheses: $C=[A,B]$, $z=[A,C]$ and $[A,z]=0$. The symbol `•` multiplies by a number. The claim is

$$e^{-sA}P(s)\,e^{sA}=B,\qquad P(s)=B+sC+\tfrac{s^2}{2}z .$$

Differentiating the left side gives $e^{-sA}\,(P'-[A,P])\,e^{sA}$. Both $P'$ and $[A,P]$ equal $C+sz$, so the derivative vanishes, and at $s=0$ the expression is $B$.

In the code, `HasDerivAt f d u` says that $f$ has derivative $d$ at $u$. The step `key` collects the product rule into one bracket, `linear_combination` shows from the hypotheses that the bracket is zero, and `is_const_of_deriv_eq_zero` concludes.

```lean
/-- Evolution backwards and then forwards in time is the identity. -/
theorem exp_mul_exp_neg (X : R) (s : ℂ) : exp (s • X) * exp (s • (-X)) = 1 := by
  simpa using exp_pullback (A := -X) (B := 1) (C := 0) (z := 0)
    (by simp) (by simp) (by simp) s
```

This is $e^{sX}e^{-sX}=1$, the previous result with $A=-X$ and $B=1$.

```lean
/-- If `C = AB - BA`, `z = AC - CA` and `z` commutes with `A`, then moving `exp(sA)` past `B`
turns `B` into `B + sC + s²z/2`. -/
theorem exp_mul_shift (hC : A * B - B * A = C) (hz : A * C - C * A = z)
    (hAz : A * z = z * A) (s : ℂ) :
    exp (s • A) * B = (B + s • C + (s ^ 2 / 2) • z) * exp (s • A) := by
  have h := exp_pullback hC hz hAz s
  calc exp (s • A) * B
      = exp (s • A) * (exp (s • (-A)) * (B + s • C + (s ^ 2 / 2) • z) * exp (s • A)) := by
        rw [h]
    _ = (exp (s • A) * exp (s • (-A))) * ((B + s • C + (s ^ 2 / 2) • z) * exp (s • A)) := by
        simp only [mul_assoc]
    _ = _ := by rw [exp_mul_exp_neg, one_mul]
```

Multiplying the first result by $e^{sA}$ from the left gives the rule used from here on: $e^{sA}B=P(s)\,e^{sA}$.

```lean
/-- An element that commutes with a generator commutes with its exponential. -/
theorem exp_mul_comm {X Y : R} (h : X * Y = Y * X) (s : ℂ) :
    exp (s • X) * Y = Y * exp (s • X) := by
  simpa using exp_mul_shift (A := X) (B := Y) (C := 0) (z := 0)
    (by rw [h, sub_self]) (by simp) (by simp) s
```

If $X$ and $Y$ commute, the corrections vanish and $e^{sX}Y=Ye^{sX}$.

## The generator of a Strang step

```lean
/-- One Strang step of length `t`: half a step with `A`, a full step with `B`, half a step
with `A`. -/
def strangStep (A B : R) (t : ℂ) : R := exp ((t / 2) • A) * exp (t • B) * exp ((t / 2) • A)
```

The definition reads $S(t)=e^{tA/2}e^{tB}e^{tA/2}$.

```lean
/-- If `C = AB - BA` commutes with `B` and `z = AC - CA` commutes with `A`, the Strang step
obeys an evolution equation with generator `A + B - t²z/8`. -/
theorem strangStep_hasDerivAt (hC : A * B - B * A = C) (hBC : B * C = C * B)
    (hz : A * C - C * A = z) (hAz : A * z = z * A) (t : ℂ) :
    HasDerivAt (strangStep A B) ((A + B - (t ^ 2 / 8) • z) * strangStep A B t) t := by
  have key : ∀ E G P Q D : R, E * B = P * E → G * A = D * G → E * D = Q * E →
      (((1 / 2 : ℂ) • A * E) * G + E * (B * G)) * E + E * G * ((1 / 2 : ℂ) • A * E)
        = ((1 / 2 : ℂ) • A + P + (1 / 2 : ℂ) • Q) * (E * G * E) := by
    intro E G P Q D h1 h2 h3
    have e1 : E * (B * G) = P * (E * G) := by rw [← mul_assoc, h1, mul_assoc]
    have e2 : E * G * (A * E) = Q * (E * G * E) := by
      calc E * G * (A * E) = E * (G * A) * E := by simp only [mul_assoc]
        _ = (E * D) * G * E := by rw [h2]; simp only [mul_assoc]
        _ = _ := by rw [h3]; simp only [mul_assoc]
    rw [smul_mul_assoc, mul_smul_comm, e1, e2]
    simp only [add_mul, smul_mul_assoc, mul_assoc]
  have hE : HasDerivAt (fun u : ℂ => exp ((u / 2) • A))
      ((1 / 2 : ℂ) • A * exp ((t / 2) • A)) t := by
    have hg : HasDerivAt (fun v : ℂ => exp (v • A)) (A * exp ((t / 2) • A)) (t / 2) :=
      hasDerivAt_exp_smul_const' A (t / 2)
    have hc := hg.scomp t ((hasDerivAt_id' t).div_const 2)
    rw [smul_mul_assoc]
    exact hc
  -- move every generator to the left of the three exponentials
  have h1 := exp_mul_shift hC hz hAz (t / 2)
  have h2 := exp_mul_shift (A := B) (B := A) (C := -C) (z := 0) (by rw [← hC]; abel)
    (by rw [mul_neg, neg_mul, hBC, sub_self]) (by simp) t
  have h3 := exp_mul_shift (A := A) (B := A + t • (-C) + (t ^ 2 / 2) • (0 : R))
    (C := -(t • z)) (z := 0)
    (by
      simp only [mul_add, add_mul, mul_neg, neg_mul, smul_mul_assoc, mul_smul_comm,
        smul_zero, add_zero, smul_neg]
      linear_combination (norm := module) (-t) • hz)
    (by simp only [mul_neg, neg_mul, smul_mul_assoc, mul_smul_comm, hAz, sub_self])
    (by simp) (t / 2)
  refine ((hE.fun_mul (hasDerivAt_exp_smul_const' B t)).fun_mul hE).congr_deriv ?_
  rw [key _ _ _ _ _ h1 h2 h3, strangStep]
  congr 1
  module
```

With the further hypothesis $[B,C]=0$, the claim is $S'=(A+B-\tfrac{t^2}{8}z)\,S$. Write $E=e^{tA/2}$ and $G=e^{tB}$. The product rule gives

$$S'=\tfrac12A\,EGE+E\,B\,GE+EG\,\tfrac12A\,E .$$

Three shifts, `h1`, `h2` and `h3`, bring the generators to the left:

$$EB=(B+\tfrac t2C+\tfrac{t^2}{8}z)E,\quad GA=(A-tC)G,\quad E(A-tC)=(A-tC-\tfrac{t^2}{2}z)E .$$

The total in front of $EGE$ is

$$\tfrac12A+\left(B+\tfrac t2C+\tfrac{t^2}{8}z\right)+\tfrac12\left(A-tC-\tfrac{t^2}{2}z\right)=A+B-\tfrac{t^2}{8}z .$$

Here `key` does the reordering and the final `module` adds the coefficients.

```lean
/-- If `C = AB - BA` commutes with `B` and `z = AC - CA` commutes with `A`, a Strang step of
length `t` is the exact evolution `exp(t(A+B))` times the factor `exp(-t³z/24)`. -/
theorem strang_uniform_field (hC : A * B - B * A = C) (hBC : B * C = C * B)
    (hz : A * C - C * A = z) (hAz : A * z = z * A) (t : ℂ) :
    strangStep A B t = exp (t • (A + B)) * exp (-((t ^ 3 / 24) • z)) := by
  -- Jacobi identity: `z` commutes with `B` as well
  have hBz : B * z = z * B := by
    rw [← hz]
    linear_combination (norm := noncomm_ring) C * hC - hC * C + A * hBC - hBC * A
  have hH : z * (A + B) = (A + B) * z := by rw [mul_add, add_mul, hAz, hBz]
  have hd : ∀ u : ℂ, HasDerivAt (fun u : ℂ => exp (u • (-(A + B))) *
      (exp ((u ^ 3 / 24) • z) * strangStep A B u)) 0 u := by
    intro u
    have hZ : HasDerivAt (fun u : ℂ => exp ((u ^ 3 / 24) • z))
        ((u ^ 2 / 8) • (z * exp ((u ^ 3 / 24) • z))) u := by
      have hg : HasDerivAt (fun v : ℂ => exp (v • z)) (z * exp ((u ^ 3 / 24) • z))
          (u ^ 3 / 24) := hasDerivAt_exp_smul_const' z (u ^ 3 / 24)
      have hc := hg.scomp u (((hasDerivAt_id' u).fun_pow 3).div_const 24)
      refine HasDerivAt.congr_deriv hc ?_
      congr 1
      simp only [Nat.reduceSub, Nat.cast_ofNat]
      ring
    have hW := exp_mul_comm (X := z) (Y := A + B - (u ^ 2 / 8) • z)
      (by rw [mul_sub, sub_mul, hH, mul_smul_comm, smul_mul_assoc]) (u ^ 3 / 24)
    refine ((hasDerivAt_exp_smul_const (-(A + B)) u).fun_mul
      (hZ.fun_mul (strangStep_hasDerivAt hC hBC hz hAz u))).congr_deriv ?_
    rw [← mul_assoc (exp ((u ^ 3 / 24) • z)) (A + B - (u ^ 2 / 8) • z), hW]
    simp only [mul_add, add_mul, sub_mul, mul_sub, neg_mul, mul_neg, neg_add,
      smul_mul_assoc, mul_smul_comm, mul_assoc]
    module
  have h1 : exp (t • (-(A + B))) * (exp ((t ^ 3 / 24) • z) * strangStep A B t) = 1 := by
    have h := is_const_of_deriv_eq_zero (fun u => (hd u).differentiableAt)
      (fun u => (hd u).deriv) t 0
    simpa [strangStep] using h
  have h2 : exp ((t ^ 3 / 24) • z) * strangStep A B t = exp (t • (A + B)) := by
    rw [← one_mul (exp ((t ^ 3 / 24) • z) * strangStep A B t),
      ← exp_mul_exp_neg (A + B) t, mul_assoc, h1, mul_one]
  have h3 := exp_mul_exp_neg (-z) (t ^ 3 / 24)
  rw [neg_neg] at h3
  have h4 := exp_mul_comm (X := A + B) (Y := -z) (by rw [mul_neg, neg_mul, hH]) t
  calc strangStep A B t
      = exp ((t ^ 3 / 24) • (-z)) * (exp ((t ^ 3 / 24) • z) * strangStep A B t) := by
        rw [← mul_assoc, h3, one_mul]
    _ = _ := by rw [h2, exp_mul_comm h4.symm, smul_neg]
```

In ordinary notation,

$$e^{tA/2}e^{tB}e^{tA/2}=e^{t(A+B)}\,e^{-t^3z/24}$$

for every complex $t$. The Jacobi identity supplies one missing relation, `hBz`:

$$[B,z]=[[B,A],C]+[A,[B,C]]=-[C,C]+0=0 .$$

So $z$ commutes with $A+B$. Now differentiate $e^{-t(A+B)}e^{t^3z/24}S(t)$. The three contributions are $-(A+B)$, $+\tfrac{t^2}{8}z$ and $A+B-\tfrac{t^2}{8}z$, which sum to zero. The product therefore keeps its initial value 1, and moving the two exponentials to the other side gives the result. These are `hd`, `h1` and the closing lines of the proof.

```lean
/-- The 4×4 matrices `A = E₁₂ + E₂₃`, `B = E₃₄`, `C = E₂₄`, `z = E₁₄` satisfy the commutation
relations of the splitting theorem, with `z ≠ 0`. -/
theorem strang_uniform_field_witness :
    let A : Matrix (Fin 4) (Fin 4) ℂ := !![0, 1, 0, 0; 0, 0, 1, 0; 0, 0, 0, 0; 0, 0, 0, 0]
    let B : Matrix (Fin 4) (Fin 4) ℂ := !![0, 0, 0, 0; 0, 0, 0, 0; 0, 0, 0, 1; 0, 0, 0, 0]
    let C : Matrix (Fin 4) (Fin 4) ℂ := !![0, 0, 0, 0; 0, 0, 0, 1; 0, 0, 0, 0; 0, 0, 0, 0]
    let z : Matrix (Fin 4) (Fin 4) ℂ := !![0, 0, 0, 1; 0, 0, 0, 0; 0, 0, 0, 0; 0, 0, 0, 0]
    A * B - B * A = C ∧ B * C = C * B ∧ A * C - C * A = z ∧ A * z = z * A ∧ z ≠ 0 := by
  intro A B C z
  refine ⟨?_, ?_, ?_, ?_, fun h => ?_⟩
  pick_goal 5
  · have h03 := congrFun (congrFun h 0) 3
    simp [z] at h03
  all_goals
    ext i j
    fin_cases i <;> fin_cases j <;> simp [A, B, C, z, Matrix.mul_apply, Fin.sum_univ_succ]
```

These matrices satisfy every hypothesis with $z\neq0$, so the correction is not always trivial. The proof compares entries; the top right entry of $z$, row 0 and column 3 in Lean's counting, is 1.

The example is algebraic, not physical: these matrices are not $-i$ times Hermitian ones. For matrices $A$ and $B$ that are, $C$ is anti-Hermitian and $\operatorname{tr}C^2=\operatorname{tr}(A[B,C])=0$, so $C=0$ and the splitting is trivially exact. Nor can any matrix example make $z$ a non-zero multiple of the identity, because a commutator has zero trace; it is a known theorem that bounded operators in infinite dimension cannot do so either. For the particle, the phase factor comes from position and momentum, which are unbounded operators, and the algebraic theorem does not apply to them. The particle is therefore treated directly.

## A particle in a uniform field

```lean
/-- Kick by the potential `F x` for a time `τ`, in the momentum representation (`ħ = 1`). -/
def kick (F τ : ℝ) (φ : ℝ → ℂ) : ℝ → ℂ := fun k => φ (k + F * τ)
```

The wave function `φ` depends on momentum $k$, and $\hbar=1$. The potential is $Fx$ with $x=i\partial_k$, so $e^{-iFx\tau}$ translates the argument: $\varphi(k)\mapsto\varphi(k+F\tau)$. Note that $F$ is the slope of the potential; the force is $-F$.

```lean
/-- Free drift with kinetic energy `a k²` for a time `τ`, in the momentum representation. -/
def drift (a τ : ℝ) (φ : ℝ → ℂ) : ℝ → ℂ :=
  fun k => Complex.exp (-Complex.I * ((a * k ^ 2 * τ : ℝ) : ℂ)) * φ k
```

A drift multiplies by $e^{-iak^2\tau}$. The constant $a$ stands for $1/(2m)$, with $m$ the mass.

```lean
/-- The kinetic energy `a (k + F s)²` integrated over `s` from `0` to `t`. -/
def fieldPhase (a F t k : ℝ) : ℝ := a * (k ^ 2 * t + k * F * t ^ 2 + F ^ 2 * t ^ 3 / 3)
```

This is the accumulated kinetic phase,

$$\theta(t,k)=\int_0^t a(k+Fs)^2\,ds=a\left(k^2t+kFt^2+\tfrac13F^2t^3\right).$$

Lean takes the polynomial as the definition.

```lean
/-- The flow in a uniform field: a momentum translation and the phase `fieldPhase`. -/
def fieldFlow (a F t : ℝ) (φ : ℝ → ℂ) : ℝ → ℂ :=
  fun k => Complex.exp (-Complex.I * (fieldPhase a F t k : ℂ)) * φ (k + F * t)
```

The candidate for the exact evolution is $\psi(t,k)=e^{-i\theta(t,k)}\varphi(k+Ft)$.

```lean
/-- For differentiable `φ`, `fieldFlow` starts at `φ` and solves the Schrödinger equation
`i ∂ₜψ = a k² ψ + F i ∂ₖψ` of a particle in a linear potential. -/
theorem fieldFlow_schrodinger (a F : ℝ) {φ : ℝ → ℂ} (hφ : Differentiable ℝ φ) :
    fieldFlow a F 0 φ = φ ∧ ∀ t k : ℝ, ∃ ψt ψk : ℂ,
      HasDerivAt (fun s => fieldFlow a F s φ k) ψt t ∧
      HasDerivAt (fun q => fieldFlow a F t φ q) ψk k ∧
      Complex.I * ψt = a * k ^ 2 * fieldFlow a F t φ k + F * (Complex.I * ψk) := by
  refine ⟨by funext k; simp [fieldFlow, fieldPhase], fun t k => ?_⟩
  have ht : HasDerivAt (fun s => fieldPhase a F s k) (a * (k + F * t) ^ 2) t := by
    have h1 := hasDerivAt_id' t
    refine ((((h1.const_mul (k ^ 2)).fun_add ((h1.fun_pow 2).const_mul (k * F))).fun_add
      (((h1.fun_pow 3).const_mul (F ^ 2)).div_const 3)).const_mul a).congr_deriv ?_
    simp only [Nat.reduceSub, Nat.cast_ofNat]
    ring
  have hk : HasDerivAt (fun q => fieldPhase a F t q) (a * (2 * k * t + F * t ^ 2)) k := by
    have h1 := hasDerivAt_id' k
    refine (((((h1.fun_pow 2).mul_const t).fun_add ((h1.mul_const F).mul_const
      (t ^ 2))).add_const (F ^ 2 * t ^ 3 / 3)).const_mul a).congr_deriv ?_
    simp only [Nat.reduceSub, Nat.cast_ofNat]
    ring
  have hφ' := (hφ (k + F * t)).hasDerivAt
  have h1 := hφ'.scomp t (((hasDerivAt_id' t).const_mul F).const_add k)
  have h2 := hφ'.scomp k ((hasDerivAt_id' k).add_const (F * t))
  refine ⟨_, _, (ht.ofReal_comp.const_mul (-Complex.I)).cexp.fun_mul h1,
    (hk.ofReal_comp.const_mul (-Complex.I)).cexp.fun_mul h2, ?_⟩
  simp only [fieldFlow, Complex.real_smul]
  push_cast
  linear_combination (-(a * k ^ 2 * (Complex.exp (-Complex.I * (fieldPhase a F t k : ℂ)) *
    φ (k + F * t)))) * Complex.I_sq
```

For differentiable $\varphi$, this $\psi$ starts at $\varphi$ and satisfies $i\partial_t\psi=ak^2\psi+iF\partial_k\psi$. In the statement, `∃ ψt ψk` provides the two partial derivatives. By hand,

$$i\partial_t\psi=a(k+Ft)^2\psi+iFe^{-i\theta}\varphi'(k+Ft),$$
$$iF\partial_k\psi=aF(2kt+Ft^2)\psi+iFe^{-i\theta}\varphi'(k+Ft).$$

Subtracting leaves $ak^2\psi$. The facts `ht` and `hk` are the derivatives of $\theta$, and the last line performs the subtraction.

The equation holds pointwise. Identifying `fieldFlow` with the unitary propagator on square-integrable wave functions is the remaining step to textbook quantum mechanics, and it is taken here as known.

```lean
/-- In a linear potential the kick-drift-kick step equals `fieldFlow` times the constant phase
`exp(i a F² τ³ / 12)`, for every wave function. -/
theorem strang_linear_potential (a F τ : ℝ) (φ : ℝ → ℂ) :
    kick F (τ / 2) (drift a τ (kick F (τ / 2) φ)) = fun k =>
      Complex.exp (Complex.I * ((a * F ^ 2 * τ ^ 3 / 12 : ℝ) : ℂ)) * fieldFlow a F τ φ k := by
  funext k
  have hs : k + F * (τ / 2) + F * (τ / 2) = k + F * τ := by ring
  have key : Complex.exp (-Complex.I * ((a * (k + F * (τ / 2)) ^ 2 * τ : ℝ) : ℂ))
      = Complex.exp (Complex.I * ((a * F ^ 2 * τ ^ 3 / 12 : ℝ) : ℂ)) *
        Complex.exp (-Complex.I * (fieldPhase a F τ k : ℂ)) := by
    rw [← Complex.exp_add, fieldPhase]
    congr 1
    push_cast
    ring
  simp only [kick, drift, fieldFlow]
  rw [hs, key, mul_assoc]

end

end StrangUniformField
```

The left side is half a kick, a drift and half a kick. Evaluated at $k$, it is

$$e^{-ia(k+F\tau/2)^2\tau}\,\varphi(k+F\tau).$$

The translation is already that of the flow. The step takes the kinetic energy at the midpoint, whereas the flow integrates it, and the phases differ by

$$\theta(\tau,k)-a\left(k+\tfrac{F\tau}{2}\right)^2\tau=aF^2\tau^3\left(\tfrac13-\tfrac14\right)=\tfrac{1}{12}aF^2\tau^3 .$$

No $k$ remains, so the step equals the flow times $e^{iaF^2\tau^3/12}$. In Lean, `key` is this comparison of phases and `hs` adds the two half translations. The identity needs neither differentiability nor normalisation of `φ`.

```lean
#print axioms StrangUniformField.strang_uniform_field
#print axioms StrangUniformField.fieldFlow_schrodinger
#print axioms StrangUniformField.strang_linear_potential
```

```
'StrangUniformField.strang_uniform_field' depends on axioms: [propext, Classical.choice, Quot.sound]
'StrangUniformField.fieldFlow_schrodinger' depends on axioms: [propext, Classical.choice, Quot.sound]
'StrangUniformField.strang_linear_potential' depends on axioms: [propext, Classical.choice, Quot.sound]
```

## The step on a grid

A split-operator program usually stores the wave function at positions $x$. One step multiplies it by $e^{-iFx\tau/2}$, Fourier transforms to momentum, multiplies by $e^{-iak^2\tau}$, transforms back and multiplies by $e^{-iFx\tau/2}$ again. Adjacent half kicks of successive steps can be merged into one.

In atomic units an electron has $a=1/2$. With $F=0.1$ and $\tau=0.1$, the extra phase is about $4.2\times10^{-7}$ radians per step, or $4.2\times10^{-4}$ after a thousand steps. Densities and momentum distributions do not register it. The overlap with an exactly propagated state does so in its phase, but not in its modulus. A finite periodic grid reproduces this behaviour only approximately, and only while the packet stays away from the grid's limits in position and momentum.
